# With a wrapped kernel, Fourier convolution on 2n−1 or more points gives the exact free-boundary sum on n sites

A free-boundary interaction k(d) is defined for every integer separation d, but a periodic grid of M points has room for only M kernel values. Here each grid point receives the value of k at its representative of least absolute value, so for M ≥ 3 the last point, M−1, stands for the separation −1. The charges occupy sites 0, …, n−1, and the remaining grid points are empty.

```lean
import Mathlib

open Finset

namespace OpenBoundaryFourier

noncomputable section

variable {n M : ℕ} [NeZero M]
```

`Fin n` will index the physical sites and `ZMod M` the periodic grid, the integers modulo M. `[NeZero M]` says that the grid has at least one point.

```lean
/-- The charge on sites `0, …, n-1`, extended by zero to the periodic grid of `M` points. -/
def pad (ρ : Fin n → ℂ) (x : ZMod M) : ℂ :=
  if h : x.val < n then ρ ⟨x.val, h⟩ else 0
```

`pad ρ` is the zero-padded charge. `x.val` is the representative of x in 0, …, M−1; if it is below n, the charge there is returned, otherwise 0.

```lean
/-- The potential of a periodic charge `f` with periodic kernel `K` (circular convolution). -/
def circConv (K f : ZMod M → ℂ) (x : ZMod M) : ℂ :=
  ∑ y, K (x - y) * f y
```

This is the periodic potential, with x − y taken modulo M:

(K ∗ f)(x) = Σ_y K(x−y) f(y)

```lean
/-- The Fourier solver: transform the kernel and the padded charge, multiply, transform back. -/
def fourierSolve (K : ZMod M → ℂ) (ρ : Fin n → ℂ) : ZMod M → ℂ :=
  ZMod.dft.symm (fun q => ZMod.dft K q * ZMod.dft (pad ρ) q)
```

`ZMod.dft` is the unnormalised transform

F f(q) = Σ_x e(−xq) f(x), e(a) = exp(2πi a/M),

and `ZMod.dft.symm` is its inverse, which carries the factor 1/M.

```lean
/-- The free-boundary potential at site `i`: the direct sum of `k (i - j) ρ j` over all charges. -/
def freePotential (k : ℤ → ℂ) (ρ : Fin n → ℂ) (i : Fin n) : ℂ :=
  ∑ j : Fin n, k (((i : ℕ) : ℤ) - ((j : ℕ) : ℤ)) * ρ j
```

This is the target, V(i) = Σ_j k(i−j) ρ(j), with i − j an ordinary integer. Values are complex, and k(0) is a finite number that the user supplies, so the Coulomb singularity is not treated.

```lean
/-- The kernel `k` wrapped onto the periodic grid: each grid point takes the value of `k` at its
representative of least absolute value (the positive one in a tie). -/
def wrapKernel (k : ℤ → ℂ) (x : ZMod M) : ℂ := k x.valMinAbs
```

`valMinAbs` picks the representative d with −M < 2d ≤ M. For even M, the halfway point therefore takes k(M/2), not k(−M/2).

```lean
/-- Convolution theorem: the transform of a circular convolution is the product of the
transforms. -/
theorem dft_circConv (K f : ZMod M → ℂ) (q : ZMod M) :
    ZMod.dft (circConv K f) q = ZMod.dft K q * ZMod.dft f q := by
  simp only [ZMod.dft_apply, smul_eq_mul, circConv, Finset.mul_sum]
  rw [Finset.sum_comm]
  refine Finset.sum_congr rfl fun y _ => ?_
  rw [Finset.sum_mul]
  -- shift the summation variable by the source position `y`
  refine Fintype.sum_equiv (Equiv.subRight y) _ _ fun x => ?_
  have h : (ZMod.stdAddChar (-(x * q)) : ℂ)
      = ZMod.stdAddChar (-((x - y) * q)) * ZMod.stdAddChar (-(y * q)) := by
    rw [← AddChar.map_add_eq_mul]
    congr 1
    ring
  rw [Equiv.subRight_apply, h]
  ring
```

By hand, exchange the sums, split the phase as e(−xq) = e(−(x−y)q) e(−yq), and set z = x − y:

F(K ∗ f)(q) = Σ_y Σ_x e(−xq) K(x−y) f(y)

= Σ_y e(−yq) f(y) Σ_z e(−zq) K(z)

= F K(q) · F f(q)

In Lean, `Finset.sum_comm` exchanges the sums, `Equiv.subRight y` is the shift, and `h` is the phase identity.

```lean
/-- On a grid with at least `n` points, the Fourier solver returns the sum of the periodic kernel
over the `n` physical charges. -/
theorem fourierSolve_eq_sum (hn : n ≤ M) (K : ZMod M → ℂ) (ρ : Fin n → ℂ) (x : ZMod M) :
    fourierSolve K ρ x = ∑ j : Fin n, K (x - ((j : ℕ) : ZMod M)) * ρ j := by
  have hconv : fourierSolve K ρ = circConv K (pad ρ) := by
    rw [fourierSolve, LinearEquiv.symm_apply_eq]
    funext q
    exact (dft_circConv K (pad ρ) q).symm
  have hv : ∀ j : Fin n, (((j : ℕ) : ZMod M)).val = (j : ℕ) := fun j =>
    ZMod.val_natCast_of_lt (j.isLt.trans_le hn)
  rw [hconv, circConv]
  symm
  -- only the physical sites carry charge
  refine Fintype.sum_of_injective (fun j : Fin n => ((j : ℕ) : ZMod M)) ?_ _ _ ?_ ?_
  · intro a b h
    exact Fin.ext ((hv a).symm.trans ((congrArg ZMod.val h).trans (hv b)))
  · intro y hy
    have hlt : ¬ y.val < n := fun h => hy ⟨⟨y.val, h⟩, ZMod.natCast_zmod_val y⟩
    show K (x - y) * pad ρ y = 0
    rw [pad, dif_neg hlt, mul_zero]
  · intro j
    have hlt : (((j : ℕ) : ZMod M)).val < n := by
      rw [hv j]
      exact j.isLt
    show K (x - ((j : ℕ) : ZMod M)) * ρ j
      = K (x - ((j : ℕ) : ZMod M)) * pad ρ ((j : ℕ) : ZMod M)
    rw [pad, dif_pos hlt]
    exact congrArg (fun s => K (x - ((j : ℕ) : ZMod M)) * ρ s) (Fin.ext (hv j).symm)
```

Inverting the convolution theorem shows that the solver returns K ∗ `pad ρ`. Padding sites contribute nothing, which leaves

Σ_j K(x−j) ρ(j), j = 0, …, n−1.

The condition n ≤ M keeps the sites distinct on the grid. `Fintype.sum_of_injective` takes these two facts, together with the agreement of the two summands at each physical site.

```lean
/-- If the periodic kernel agrees with `k` at all separations shorter than `n`, the Fourier solver
gives the free-boundary potential at every physical site. -/
theorem fourierSolve_eq_free (hn : n ≤ M) (K : ZMod M → ℂ) (k : ℤ → ℂ)
    (hK : ∀ d : ℤ, |d| < n → K (d : ZMod M) = k d) (ρ : Fin n → ℂ) (i : Fin n) :
    fourierSolve K ρ ((i : ℕ) : ZMod M) = freePotential k ρ i := by
  rw [fourierSolve_eq_sum hn, freePotential]
  refine Finset.sum_congr rfl fun j _ => ?_
  have hi := i.isLt
  have hj := j.isLt
  have h := hK (((i : ℕ) : ℤ) - ((j : ℕ) : ℤ)) (by
    rw [abs_lt]
    constructor <;> omega)
  rw [Int.cast_sub, Int.cast_natCast, Int.cast_natCast] at h
  rw [h]
```

The hypothesis `hK` says that the periodic kernel equals the free interaction at every separation that can occur between physical sites, so no charge feels a periodic image. Since |i−j| < n, each K(i−j) becomes k(i−j), and the sum is V(i). Given `hK`, n ≤ M suffices.

```lean
/-- Zero-padding theorem: with `M ≥ 2n - 1` grid points, the Fourier solver with the wrapped kernel
gives the free-boundary potential at every physical site. -/
theorem zero_padding_exact (hM : 2 * n ≤ M + 1) (k : ℤ → ℂ) (ρ : Fin n → ℂ) (i : Fin n) :
    fourierSolve (wrapKernel k) ρ ((i : ℕ) : ZMod M) = freePotential k ρ i := by
  have hi := i.isLt
  refine fourierSolve_eq_free (by omega) _ k (fun d hd => ?_) ρ i
  rw [abs_lt] at hd
  have h : (d : ZMod M).valMinAbs = d :=
    (ZMod.valMinAbs_spec _ _).2 ⟨rfl, by constructor <;> omega⟩
  rw [wrapKernel, h]
```

The hypothesis `2 * n ≤ M + 1` is M ≥ 2n−1 written without subtraction. If |d| ≤ n−1, then 2|d| ≤ 2n−2 < M, so d is its own least representative and the wrapped kernel satisfies `hK`. `omega` checks the integer inequalities.

For n = M = 1, both sides are k(0)ρ(0).

For n = 2 and M = 3, take k(−1) = 4, k(0) = 2, k(1) = 1 and ρ = (1, 3). The wrapped kernel is K = (2, 1, 4), and

V(0) = 2·1 + 4·3 = 14

V(1) = 1·1 + 2·3 = 7

The solver returns (14, 7, 7); the last entry sits on a padding site and is discarded. At q = 0 the transforms are 7 and 4, and their product 28 is the sum of the three entries.

```lean
/-- For an even kernel, `M ≥ 2n - 2` grid points (and at least `n`) already give the free-boundary
potential at every physical site. -/
theorem zero_padding_exact_of_even (hn : n ≤ M) (hM : 2 * n ≤ M + 2) (k : ℤ → ℂ)
    (hk : ∀ d, k (-d) = k d) (ρ : Fin n → ℂ) (i : Fin n) :
    fourierSolve (wrapKernel k) ρ ((i : ℕ) : ZMod M) = freePotential k ρ i := by
  refine fourierSolve_eq_free hn _ k (fun d hd => ?_) ρ i
  rw [abs_lt] at hd
  by_cases hedge : d * 2 = -(M : ℤ)
  · -- the separations `d` and `-d` share one grid point
    have hcast : (d : ZMod M) = ((-d : ℤ) : ZMod M) := by
      rw [show -d = d + (M : ℤ) by omega]
      simp
    have h : (d : ZMod M).valMinAbs = -d :=
      (ZMod.valMinAbs_spec _ _).2 ⟨hcast, by constructor <;> omega⟩
    rw [wrapKernel, h, hk]
  · have h : (d : ZMod M).valMinAbs = d :=
      (ZMod.valMinAbs_spec _ _).2 ⟨rfl, by constructor <;> omega⟩
    rw [wrapKernel, h]
```

Evenness, k(−d) = k(d), holds for an interaction that depends only on distance. At M = 2n−2 the separations n−1 and −(n−1) share a grid point, which is harmless when their values agree. The case `hedge` treats this collision.

In the example with M = 2, the uneven kernel would give V(0) = 2·1 + 1·3 = 5 instead of 14. Had k(−1) been 1, then 5 would be correct.

```lean
/-- A unit point charge at site `j` probes a single kernel value, both in the Fourier solver and
in the free-boundary sum. -/
theorem point_charge_response (hn : n ≤ M) (K : ZMod M → ℂ) (k : ℤ → ℂ) (i j : Fin n) :
    fourierSolve K (Pi.single j 1) ((i : ℕ) : ZMod M)
        = K (((i : ℕ) : ZMod M) - ((j : ℕ) : ZMod M)) ∧
      freePotential k (Pi.single j 1) i = k (((i : ℕ) : ℤ) - ((j : ℕ) : ℤ)) := by
  constructor
  · rw [fourierSolve_eq_sum hn]
    simp [Pi.single_apply]
  · simp [freePotential, Pi.single_apply]
```

When the grid holds all the sites (n ≤ M), a unit charge at j (`Pi.single j 1`) reduces each sum to one term: K(i−j) on the grid, k(i−j) in free space.

```lean
/-- Sharp padding length: among grids that hold the `n` sites, every kernel `k` has a periodic
kernel reproducing its free-boundary potentials exactly when `M ≥ 2n - 1`. -/
theorem padding_length_sharp (hn : n ≤ M) :
    (∀ k : ℤ → ℂ, ∃ K : ZMod M → ℂ, ∀ (ρ : Fin n → ℂ) (i : Fin n),
      fourierSolve K ρ ((i : ℕ) : ZMod M) = freePotential k ρ i) ↔ 2 * n ≤ M + 1 := by
  constructor
  · intro h
    by_contra hM
    -- a kernel that acts only at separation `n - 1`
    let k : ℤ → ℂ := fun d => if d = (n : ℤ) - 1 then 1 else 0
    obtain ⟨K, hK⟩ := h k
    let a : Fin n := ⟨0, by omega⟩
    let b : Fin n := ⟨n - 1, by omega⟩
    let c : Fin n := ⟨M + 1 - n, by omega⟩
    have key : ∀ i j : Fin n, K (((i : ℕ) : ZMod M) - ((j : ℕ) : ZMod M))
        = k (((i : ℕ) : ℤ) - ((j : ℕ) : ℤ)) := fun i j =>
      (point_charge_response hn K k i j).1.symm.trans
        ((hK _ i).trans (point_charge_response hn K k i j).2)
    have h1 : K (((n - 1 : ℕ) : ZMod M) - ((0 : ℕ) : ZMod M)) = 1 :=
      (key b a).trans (if_pos (by
        show ((n - 1 : ℕ) : ℤ) - ((0 : ℕ) : ℤ) = (n : ℤ) - 1
        omega))
    have h2 : K (((0 : ℕ) : ZMod M) - ((M + 1 - n : ℕ) : ZMod M)) = 0 :=
      (key a c).trans (if_neg (by
        show ¬ ((0 : ℕ) : ℤ) - ((M + 1 - n : ℕ) : ℤ) = (n : ℤ) - 1
        omega))
    -- both separations fall on the same grid point
    have hsum : ((n - 1 + (M + 1 - n) : ℕ) : ZMod M) = 0 := by
      rw [show n - 1 + (M + 1 - n) = M by omega]
      exact ZMod.natCast_self M
    rw [Nat.cast_add] at hsum
    have harg : ((n - 1 : ℕ) : ZMod M) - ((0 : ℕ) : ZMod M)
        = ((0 : ℕ) : ZMod M) - ((M + 1 - n : ℕ) : ZMod M) := by
      rw [Nat.cast_zero]
      linear_combination hsum
    rw [harg, h2] at h1
    exact zero_ne_one h1
  · intro hM k
    exact ⟨wrapKernel k, fun ρ i => zero_padding_exact hM k ρ i⟩

end

end OpenBoundaryFourier
```

K may depend on k, but must serve all charges ρ. Sufficiency is the wrapped kernel. For necessity, suppose n ≤ M < 2n−1. The separations n−1 and n−1−M both occur between physical sites, and they differ by M, so they share a grid point. Choose k to be 1 at n−1 and 0 elsewhere. Two point charges then force one value of K to be both 1 and 0.

When an isolated system is placed on a periodic grid, its charges can interact with periodic images. In this one-dimensional lattice model with exact arithmetic, M ≥ 2n−1 points together with the wrapped kernel remove those interactions at the physical sites. Padding with a kernel that is itself summed over periodic images does not in general remove them.

```lean
#print axioms OpenBoundaryFourier.zero_padding_exact
#print axioms OpenBoundaryFourier.zero_padding_exact_of_even
#print axioms OpenBoundaryFourier.padding_length_sharp
```

```
'OpenBoundaryFourier.zero_padding_exact' depends on axioms: [propext, Classical.choice, Quot.sound]
'OpenBoundaryFourier.zero_padding_exact_of_even' depends on axioms: [propext, Classical.choice, Quot.sound]
'OpenBoundaryFourier.padding_length_sharp' depends on axioms: [propext, Classical.choice, Quot.sound]
```
